# A pseudopotential error rising with slope at most L shrinks a solid of stiffness at least m by at most L/m

A transferability test of a pseudopotential often compares the equilibrium volume of a solid with the all-electron value. The two energy curves differ by an error f(V). A constant error moves no minimum, but a sloping one acts as a spurious pressure −f′(V). How far does it shift the volume?

## The shift from a balance of slopes

Let E(V) be the reference energy, with local minimum V0, and let E + f have local minimum V1. On a set W of volumes containing both, assume that E and f are differentiable, that 0 < f′ ≤ L, and that for some m > 0

E′(b) − E′(a) ≥ m(b − a) whenever a < b.

When W is an interval, the stiffness m is a lower bound on the curvature E″ wherever that exists; at equilibrium this curvature is the bulk modulus divided by the volume. The claim is

0 < V0 − V1 ≤ L/m.

Both minima are stationary, so

E′(V0) = 0, E′(V1) = −f′(V1) < 0.

Hence V1 ≠ V0. If V1 > V0, stiffness would give E′(V1) ≥ m(V1 − V0) > 0, a contradiction. So V1 < V0, and stiffness between them gives

m(V0 − V1) ≤ E′(V0) − E′(V1) = f′(V1) ≤ L.

Two variants follow by hand in the same way. If −L ≤ f′ < 0, the volume is overestimated, again by at most L/m. In the limiting case f′(V1) = 0, both volumes are zeros of the strictly increasing E′, so V1 = V0.

For a pseudopotential calculation, this turns a bound on the pressure error into a bound on the volume error, within a model where energy depends on volume alone. The bounds on f′ are assumed, not derived from how the pseudopotential was constructed.

## Stiffness and the pair of minima in Lean

Volumes and energies are real numbers, and `W` is any set of reals. Stiffness is a condition on differences of `E'`, so no second derivative is needed.

```lean
import Mathlib

open Set

namespace PseudopotentialVolumeError

/-- The energy derivative `E'` rises at least at the rate `m` on the volume window `W`. -/
def StiffAtLeast (E' : ℝ → ℝ) (W : Set ℝ) (m : ℝ) : Prop :=
  ∀ a ∈ W, ∀ b ∈ W, a < b → m * (b - a) ≤ E' b - E' a
```

An upper bound on the stiffness is defined likewise.

```lean
/-- The energy derivative `E'` rises at most at the rate `M` on the volume window `W`. -/
def StiffAtMost (E' : ℝ → ℝ) (W : Set ℝ) (M : ℝ) : Prop :=
  ∀ a ∈ W, ∀ b ∈ W, a < b → E' b - E' a ≤ M * (b - a)
```

The next structure collects the two curves and their minima. `HasDerivAt` identifies `E'` and `f'` as derivatives on `W`; the existence of the minima is assumed.

```lean
/-- A solid with reference energy `E` and pseudopotential error `f`, both differentiable on the
volume window `W`; `V0` and `V1` in `W` are local minima of `E` and of `E + f`. -/
structure PseudizedSolid (W : Set ℝ) (E E' f f' : ℝ → ℝ) (V0 V1 : ℝ) : Prop where
  mem0 : V0 ∈ W
  mem1 : V1 ∈ W
  derivE : ∀ V ∈ W, HasDerivAt E (E' V) V
  derivf : ∀ V ∈ W, HasDerivAt f (f' V) V
  min0 : IsLocalMin E V0
  min1 : IsLocalMin (fun V => E V + f V) V1
```

## Underestimation and its bound

The first lemma is the pair of stationarity equations.

```lean
variable {W : Set ℝ} {E E' f f' : ℝ → ℝ} {V0 V1 m M l L : ℝ}

/-- The reference energy is stationary at `V0`, and at `V1` its slope balances the slope of the
pseudopotential error. -/
theorem slope_balance (S : PseudizedSolid W E E' f f' V0 V1) :
    E' V0 = 0 ∧ E' V1 = -f' V1 := by
  have h0 := S.min0.hasDerivAt_eq_zero (S.derivE V0 S.mem0)
  have h1 := S.min1.hasDerivAt_eq_zero
    ((S.derivE V1 S.mem1).fun_add (S.derivf V1 S.mem1))
  exact ⟨h0, by linarith⟩
```

The sign of the shift needs the error slope only at `V1`. The proof excludes `V1 = V0` and `V1 > V0` in turn, as above.

```lean
/-- If the reference solid has positive stiffness on the window and the error increases with
volume at `V1`, the pseudopotential underestimates the equilibrium volume. -/
theorem volume_underestimated (S : PseudizedSolid W E E' f f' V0 V1)
    (hm : 0 < m) (hE : StiffAtLeast E' W m) (hf : 0 < f' V1) : V1 < V0 := by
  obtain ⟨h0, h1⟩ := slope_balance S
  by_contra hcon
  rcases eq_or_lt_of_le (not_lt.mp hcon) with h | h
  · rw [← h] at h1 hf
    linarith
  · -- beyond `V0` the reference slope would be positive
    have h2 := hE V0 S.mem0 V1 S.mem1 h
    have h3 : 0 < m * (V1 - V0) := mul_pos hm (sub_pos.mpr h)
    linarith
```

Applying stiffness between `V1` and `V0` then gives the bound; `le_div_iff₀` clears the division by `m`.

```lean
/-- For stiffness at least `m > 0` and error slope in `(0, L]` on the window, the equilibrium
volume is underestimated, by at most `L / m`. -/
theorem volume_error_bound (S : PseudizedSolid W E E' f f' V0 V1)
    (hm : 0 < m) (hE : StiffAtLeast E' W m) (hf : ∀ V ∈ W, 0 < f' V ∧ f' V ≤ L) :
    0 < V0 - V1 ∧ V0 - V1 ≤ L / m := by
  obtain ⟨h0, h1⟩ := slope_balance S
  obtain ⟨hpos, hle⟩ := hf V1 S.mem1
  have hlt := volume_underestimated S hm hE hpos
  have h2 := hE V1 S.mem1 V0 S.mem0 hlt
  refine ⟨sub_pos.mpr hlt, ?_⟩
  rw [le_div_iff₀ hm]
  linarith
```

For minima over all positive volumes, `W` becomes `Ioi 0`, and global minima are local because that set is open. Stiffness is now required at every positive volume, which a binding curve that flattens towards separated atoms violates; the window version needs it only on a set containing both minima.

```lean
/-- The same bound when `V0` and `V1` minimize `E` and `E + f` over all positive volumes, with
stiffness at least `m > 0` and error slope in `(0, L]` at every positive volume. -/
theorem volume_error_bound_global
    (hE : ∀ V > 0, HasDerivAt E (E' V) V) (hf : ∀ V > 0, HasDerivAt f (f' V) V)
    (hm : 0 < m) (hstiff : StiffAtLeast E' (Ioi 0) m)
    (hslope : ∀ V > 0, 0 < f' V ∧ f' V ≤ L)
    (hV0 : 0 < V0) (hV1 : 0 < V1) (hmin0 : IsMinOn E (Ioi 0) V0)
    (hmin1 : IsMinOn (fun V => E V + f V) (Ioi 0) V1) :
    0 < V0 - V1 ∧ V0 - V1 ≤ L / m := by
  have S : PseudizedSolid (Ioi 0) E E' f f' V0 V1 :=
    ⟨hV0, hV1, hE, hf, hmin0.isLocalMin (Ioi_mem_nhds hV0),
      hmin1.isLocalMin (Ioi_mem_nhds hV1)⟩
  exact volume_error_bound S hm hstiff hslope
```

## When the softer solid shifts more

An upper bound alone cannot rank two solids. If the stiffness is also at most M and f′(V1) ≥ l > 0, then

l ≤ f′(V1) = E′(V0) − E′(V1) ≤ M(V0 − V1).

```lean
/-- If the stiffness lies between `m > 0` and `M` on the window and the error slope at `V1` is at
least `l > 0`, then `M` times the volume error is at least `l`. -/
theorem volume_error_lower (S : PseudizedSolid W E E' f f' V0 V1)
    (hm : 0 < m) (hE : StiffAtLeast E' W m) (hE' : StiffAtMost E' W M)
    (hl : 0 < l) (hf : l ≤ f' V1) : l ≤ M * (V0 - V1) := by
  obtain ⟨h0, h1⟩ := slope_balance S
  have hlt := volume_underestimated S hm hE (lt_of_lt_of_le hl hf)
  have h2 := hE' V1 S.mem1 V0 S.mem0 hlt
  linarith
```

Now take a soft solid with stiffness at most M and a hard one with stiffness at least m, both with error slopes in [l, L]. Soft and hard refer here to this stiffness, not to the bulk modulus alone: describing the same solid by a cell twice as large halves its stiffness and doubles its volume shift. Since M > 0, the condition LM < lm gives

hard shift ≤ L/m < l/M ≤ soft shift.

The soft solid also needs some positive lower stiffness `k`, which fixes the sign of its shift. Lean argues by contradiction, with the inequalities multiplied out.

```lean
/-- Two solids have error slopes in `[l, L]` with `l > 0`; the soft one has stiffness between
`k > 0` and `M`, the hard one at least `m > 0`. If `L * M < l * m`, the soft solid has the larger
volume error. -/
theorem soft_solid_larger_error {Ws Wh : Set ℝ} {Es Es' fs fs' Eh Eh' fh fh' : ℝ → ℝ}
    {Vs0 Vs1 Vh0 Vh1 k : ℝ}
    (S : PseudizedSolid Ws Es Es' fs fs' Vs0 Vs1)
    (H : PseudizedSolid Wh Eh Eh' fh fh' Vh0 Vh1)
    (hk : 0 < k) (hS : StiffAtLeast Es' Ws k) (hS' : StiffAtMost Es' Ws M)
    (hm : 0 < m) (hH : StiffAtLeast Eh' Wh m) (hl : 0 < l)
    (hfs : ∀ V ∈ Ws, l ≤ fs' V ∧ fs' V ≤ L) (hfh : ∀ V ∈ Wh, l ≤ fh' V ∧ fh' V ≤ L)
    (hsoft : L * M < l * m) : Vh0 - Vh1 < Vs0 - Vs1 := by
  have hs := volume_error_lower S hk hS hS' hl (hfs Vs1 S.mem1).1
  have hspos := (volume_error_bound S hk hS
    (fun V hV => ⟨lt_of_lt_of_le hl (hfs V hV).1, (hfs V hV).2⟩)).1
  have hh := (volume_error_bound H hm hH
    (fun V hV => ⟨lt_of_lt_of_le hl (hfh V hV).1, (hfh V hV).2⟩)).2
  rw [le_div_iff₀ hm] at hh
  have hM : 0 < M := by
    by_contra hcon
    have := mul_nonpos_of_nonpos_of_nonneg (not_lt.mp hcon) hspos.le
    linarith
  by_contra hcon
  -- otherwise `l * m ≤ M * m * (hard error) ≤ L * M`
  have h1 := mul_le_mul_of_nonneg_left (not_lt.mp hcon) (mul_pos hM hm).le
  have h2 := mul_le_mul_of_nonneg_left hh hM.le
  have h3 := mul_le_mul_of_nonneg_left hs hm.le
  linarith
```

## A stationary volume below V0

So far V1 was given. Suppose instead that the assumptions on E and f hold on [V0 − d, V0], with L < md. Then

E′(V0 − d) + f′(V0 − d) ≤ −md + L < 0,
E′(V0) + f′(V0) = f′(V0) > 0.

Darboux's theorem gives a zero of the total slope in between, even if the derivatives are discontinuous. The theorem below states only that the pressure vanishes at this volume, which is sure to be positive when d ≤ V0. A local minimum also exists strictly inside the interval, by an argument not formalized here: the continuous function E + f has a least value on [V0 − d, V0], and the signs of its slope at the two ends rule out both ends.

```lean
/-- Let `V0` be a local minimum of `E`, with stiffness at least `m` and error slope in `(0, L]` on
`[V0 - d, V0]`, `d > 0`. If `L < m * d`, then `E + f` has a stationary volume strictly between
`V0 - d` and `V0`. -/
theorem exists_stationary_volume {d : ℝ} (hd : 0 < d)
    (hE : ∀ V ∈ Icc (V0 - d) V0, HasDerivAt E (E' V) V)
    (hf : ∀ V ∈ Icc (V0 - d) V0, HasDerivAt f (f' V) V)
    (hmin : IsLocalMin E V0) (hstiff : StiffAtLeast E' (Icc (V0 - d) V0) m)
    (hslope : ∀ V ∈ Icc (V0 - d) V0, 0 < f' V ∧ f' V ≤ L) (hL : L < m * d) :
    ∃ V ∈ Ioo (V0 - d) V0, HasDerivAt (fun V => E V + f V) 0 V := by
  have hab : V0 - d ≤ V0 := by linarith
  have ha : V0 - d ∈ Icc (V0 - d) V0 := ⟨le_refl _, hab⟩
  have hb : V0 ∈ Icc (V0 - d) V0 := ⟨hab, le_refl _⟩
  have h0 := hmin.hasDerivAt_eq_zero (hE V0 hb)
  have h1 := hstiff _ ha _ hb (by linarith)
  have h2 : m * (V0 - (V0 - d)) = m * d := by ring
  have hg : ∀ V ∈ Icc (V0 - d) V0,
      HasDerivAt (fun V => E V + f V) (E' V + f' V) V :=
    fun V hV => (hE V hV).fun_add (hf V hV)
  have hleft : E' (V0 - d) + f' (V0 - d) < 0 := by linarith [(hslope _ ha).2]
  have hright : 0 < E' V0 + f' V0 := by linarith [(hslope _ hb).1]
  -- Darboux: the total slope changes sign, so it vanishes in between
  obtain ⟨V, hV, hz⟩ := exists_hasDerivWithinAt_eq_of_gt_of_lt
    (f' := fun V => E' V + f' V) hab
    (fun V hV => (hg V hV).hasDerivWithinAt) hleft hright
  exact ⟨V, hV, (hg V (Ioo_subset_Icc_self hV)).congr_deriv hz⟩
```

## The harmonic solid attains the bound

Take E = (m/2)(V − V0)² and f = LV. Completing the square,

E + f = (m/2)(V − V0 + L/m)² + LV0 − L²/(2m),

so the minimum lies at V0 − L/m, which is positive if L/m < V0. The constant slope L satisfies the error bound, and the shift is exactly L/m. In Lean, `key` is the completed square, written as a difference of energies.

```lean
/-- A harmonic solid of stiffness `m > 0` with linear error `L * V`, `L > 0` and `L / m < V0`, has
its minimum shifted from `V0` to `V0 - L / m`, so the bound `L / m` is attained. -/
theorem harmonic_solid_witness (hm : 0 < m) (hL : 0 < L) (hV : L / m < V0) :
    PseudizedSolid (Ioi 0) (fun V => m / 2 * (V - V0) ^ 2) (fun V => m * (V - V0))
      (fun V => L * V) (fun _ => L) V0 (V0 - L / m) ∧
    StiffAtLeast (fun V => m * (V - V0)) (Ioi 0) m := by
  refine ⟨⟨lt_trans (div_pos hL hm) hV, sub_pos.mpr hV, ?_, ?_, ?_, ?_⟩, ?_⟩
  · intro V _
    have h := (((hasDerivAt_id' V).sub_const V0).fun_pow 2).const_mul (m / 2)
    refine h.congr_deriv ?_
    norm_num
    ring
  · intro V _
    exact ((hasDerivAt_id' V).const_mul L).congr_deriv (mul_one L)
  · refine Filter.Eventually.of_forall fun V => ?_
    change m / 2 * (V0 - V0) ^ 2 ≤ m / 2 * (V - V0) ^ 2
    have h : 0 ≤ m / 2 * (V - V0) ^ 2 := by positivity
    simpa using h
  · refine Filter.Eventually.of_forall fun V => ?_
    change m / 2 * (V0 - L / m - V0) ^ 2 + L * (V0 - L / m) ≤ m / 2 * (V - V0) ^ 2 + L * V
    -- complete the square around the shifted minimum
    have hc : m * (L / m) = L := mul_div_cancel₀ L hm.ne'
    have key : m / 2 * (V - V0) ^ 2 + L * V
        - (m / 2 * (V0 - L / m - V0) ^ 2 + L * (V0 - L / m))
        = m / 2 * (V - V0 + L / m) ^ 2 := by
      linear_combination (-(V - V0 + L / m)) * hc
    have h : 0 ≤ m / 2 * (V - V0 + L / m) ^ 2 := by positivity
    linarith
  · intro a _ b _ _
    exact le_of_eq (by ring)

end PseudopotentialVolumeError
```

```lean
#print axioms PseudopotentialVolumeError.volume_error_bound_global
#print axioms PseudopotentialVolumeError.soft_solid_larger_error
#print axioms PseudopotentialVolumeError.exists_stationary_volume
```

```
'PseudopotentialVolumeError.volume_error_bound_global' depends on axioms: [propext, Classical.choice, Quot.sound]
'PseudopotentialVolumeError.soft_solid_larger_error' depends on axioms: [propext, Classical.choice, Quot.sound]
'PseudopotentialVolumeError.exists_stationary_volume' depends on axioms: [propext, Classical.choice, Quot.sound]
```
